# A Hermitian matrix has an orthonormal frame for any selection of its eigenvalues, in which its quadratic form is diagonal

Let $M$ be a finite Hermitian matrix, and select some of its eigenvalues by distinct indices, so that a degenerate eigenvalue may be taken more than once, up to its multiplicity. The lemma states that there is a matrix $B$ with orthonormal columns, one for each selected index, such that the vector $Bc$ has quadratic form $\sum_i \lambda_{f(i)}|c_i|^2$ and squared length $\sum_i |c_i|^2$. The coefficients $c$ need not be normalised; when they are, the first sum is the expectation value of $M$ in the state $Bc$. The proof takes the unitary matrix $U$ of eigenvectors, shows that $MU = U\,\mathrm{diag}(\lambda)$, and keeps the selected columns of $U$ as $B$. One computation, applied to $M$ and to the identity, then gives both formulas.

This version doesn't compile in Lean 4 with Mathlib:

```lean
import Mathlib

open Matrix
open scoped ComplexOrder

namespace ExistsEigenframe

noncomputable section

variable {n r : Type*} [Fintype r]

/-- The real part of the quadratic form `x* M x`; for `M = 1` it is the squared length of the
coefficient vector `x`. -/
def form {k : Type*} [Fintype k] (M : Matrix k k ℂ) (x : k → ℂ) : ℝ :=
  (star x ⬝ᵥ M *ᵥ x).re

variable [Fintype n]

variable [DecidableEq n]

/-- Any selection `f` of distinct eigenvalue indices of a Hermitian matrix has an orthonormal
frame `B` in which the quadratic form is diagonal, with the selected eigenvalues as weights. -/
theorem exists_eigenframe {k : Type*} [Fintype k] [DecidableEq k] {M : Matrix n n ℂ}
    (hM : M.IsHermitian) (f : k → n) (hf : Function.Injective f) :
    ∃ B : Matrix n k ℂ, Bᴴ * B = 1 ∧
      (∀ c, form M (B *ᵥ c) = ∑ i, hM.eigenvalues (f i) * Complex.normSq (c i)) ∧
      (∀ c, form 1 (B *ᵥ c) = ∑ i, Complex.normSq (c i)) := by
  -- the unitary matrix of eigenvectors
  obtain ⟨U, hU, hMU⟩ : ∃ U : Matrix n n ℂ, Uᴴ * U = 1 ∧
      M * U = U * diagonal (fun i => (hM.eigenvalues i : ℂ)) := by
    refine ⟨hM.eigenvectorUnitary,
      Matrix.mem_unitaryGroup_iff'.mp hM.eigenvectorUnitary.2, ?_⟩
    ext i j
    have h := congrFun (hM.mulVec_eigenvectorBasis j) i
    simpa [Matrix.mul_apply, Matrix.mulVec, dotProduct, Matrix.mul_diagonal,
      Matrix.IsHermitian.eigenvectorUnitary_apply, mul_comm] using h
  -- keep only the selected columns
  have hB : (U.submatrix id f)ᴴ * U.submatrix id f = 1 := by
    ext i j
    calc ((U.submatrix id f)ᴴ * U.submatrix id f) i j = (Uᴴ * U) (f i) (f j) := rfl
      _ = (1 : Matrix k k ℂ) i j := by
        rw [hU]
        simp [Matrix.one_apply, hf.eq_iff]
  have key : ∀ (N : Matrix n n ℂ) (d : k → ℝ),
      N * U.submatrix id f = U.submatrix id f * diagonal (fun i => (d i : ℂ)) →
      ∀ c, form N (U.submatrix id f *ᵥ c) = ∑ i, d i * Complex.normSq (c i) := by
    intro N d hN c
    unfold form
    rw [mulVec_mulVec, hN, star_mulVec, ← dotProduct_mulVec, mulVec_mulVec,
      ← Matrix.mul_assoc, hB, Matrix.one_mul]
    simp only [dotProduct, mulVec_diagonal, Complex.re_sum, Pi.star_apply]
    refine Finset.sum_congr rfl fun i _ => ?_
    simp [Complex.normSq_apply]
    ring
  refine ⟨U.submatrix id f, hB, key M _ ?_, fun c => ?_⟩
  · ext i j
    calc (M * U.submatrix id f) i j = (M * U) i (f j) := rfl
      _ = _ := by
        rw [hMU]
        simp [Matrix.mul_diagonal]
  · simpa using key 1 (fun _ => 1) (by simp) c

end

end ExistsEigenframe
```

Lean reports:

```
Main.lean:35:4: error: Type mismatch: After simplification, term
  h
 has type
  ∑ x, M i x * (hM.eigenvectorBasis j).ofLp x = ↑(hM.eigenvalues j) * (hM.eigenvectorBasis j).ofLp i
but is expected to have type
  ∑ j_1, M i j_1 * (hM.eigenvectorBasis j).ofLp j_1 =
    ∑ j_1, (hM.eigenvectorBasis j_1).ofLp i * diagonal (fun i => ↑(hM.eigenvalues i)) j_1 j
```

What went wrong. The error is in the proof of $MU = U\,\mathrm{diag}(\lambda)$, entry by entry. The hypothesis `h`, the eigenvector equation, has on its right the single product of an eigenvalue and an eigenvector component. The goal should reduce to the same, but the message shows its right side still as a sum over `j_1`, with an entry of `diagonal` in each term.

Both `Matrix.mul_apply` and `Matrix.mul_diagonal` were given to `simpa`, and both match an entry of `U * diagonal d`. The first writes it as a sum, the second as the one product `U i j * d j`. Here the sum was formed, after which `Matrix.mul_diagonal` had no matrix product left to match, and the simplifier did not collapse the sum.

The repair applies `rw [Matrix.mul_diagonal]` first, while the product is intact. `Matrix.mul_apply` then expands only the left side, `M * U`, as `h` requires, and `mul_comm` takes care of the order of the factors. Dropping `Matrix.mul_diagonal` from the `simpa` list is mere tidying, since its work is already done.

The mended proof, as a diff:

```diff
@@ -33,5 +33,6 @@
     ext i j
     have h := congrFun (hM.mulVec_eigenvectorBasis j) i
-    simpa [Matrix.mul_apply, Matrix.mulVec, dotProduct, Matrix.mul_diagonal,
+    rw [Matrix.mul_diagonal]
+    simpa [Matrix.mul_apply, Matrix.mulVec, dotProduct,
       Matrix.IsHermitian.eigenvectorUnitary_apply, mul_comm] using h
   -- keep only the selected columns
```
